# Generalized eigenvalues of the LMTO matrices $H = h + E(1+Nh^2)$ and $S = 1+Nh^2$ for Hermitian $h$ and $N \ge 0$

At each k-point of an LMTO band calculation in the atomic-sphere approximation that leads to the matrices $H$ and $S$ of the title, one can diagonalise the Hermitian matrix $h$ with an ordinary Hermitian eigensolver and convert each eigenvalue $x$ into a band energy $E + x/(1+Nx^2)$. This replaces the generalized problem $Hv = \varepsilon Sv$ without further approximation, provided that all orbitals share one linearisation energy $E$ and one number $N$.

## From orbitals to matrices

Let $\mathcal H$ be the one-electron Hamiltonian in the atomic-sphere approximation, $\phi_i$ the orthonormal partial waves at energy $E$, and $\dot\phi_i$ their energy derivatives, each set to zero outside its own atomic sphere. Inside the spheres $(\mathcal H-E)\phi_i=0$ and $(\mathcal H-E)\dot\phi_i=\phi_i$, and the brackets below are integrals over the sphere interiors. Take $\langle\phi_i|\dot\phi_j\rangle=0$ and $\langle\dot\phi_i|\dot\phi_j\rangle=N\delta_{ij}$, so that $N\ge 0$ is the squared norm of an energy-derivative orbital. For the muffin-tin orbitals $\chi_j=\phi_j+\sum_i\dot\phi_i h_{ij}$ with Hermitian $h$,

$$\langle\chi|\chi\rangle = 1+Nh^2 = S,\qquad \langle\chi|\mathcal H-E|\chi\rangle = h,\qquad H = h+ES.$$

The formal development starts from these matrices and does not derive them from orbitals. Rows and columns are labelled by a finite type `n`, and the entries are allowed to be complex, as they can be at a general k-point.

```lean
import Mathlib

open Matrix
open scoped ComplexOrder

namespace LMTOSpectrum

noncomputable section

variable {n : Type*} [Fintype n] [DecidableEq n]
```

The overlap is $S = 1+Nh^2$, with a real `N` multiplying the matrix product `h * h`.

```lean
/-- The LMTO overlap matrix `S = 1 + N h²`. -/
def lmtoOverlap (h : Matrix n n ℂ) (N : ℝ) : Matrix n n ℂ :=
  1 + (N : ℂ) • (h * h)
```

The Hamiltonian is $H = h+ES$, where $h$ is the matrix of $\mathcal H-E$ in the muffin-tin orbitals.

```lean
/-- The LMTO Hamiltonian matrix `H = h + E (1 + N h²)`. -/
def lmtoHamiltonian (h : Matrix n n ℂ) (E N : ℝ) : Matrix n n ℂ :=
  h + (E : ℂ) • lmtoOverlap h N
```

An eigenvalue of $h$ is a number $x$ with $hu = xu$ for some $u\neq0$. The vector need not be normalised.

```lean
/-- The number `x` is an eigenvalue of the matrix `h`. -/
def IsEigenvalue (h : Matrix n n ℂ) (x : ℂ) : Prop :=
  ∃ u : n → ℂ, u ≠ 0 ∧ h *ᵥ u = x • u
```

A generalized eigenvalue is a number $\varepsilon$ with $Hv=\varepsilon Sv$ for some $v\neq 0$. It is allowed to be complex, so its reality has to be proved.

```lean
/-- The number `ε` solves the secular problem `H v = ε S v` with a nonzero vector `v`. -/
def IsGenEigenvalue (H S : Matrix n n ℂ) (ε : ℂ) : Prop :=
  ∃ v : n → ℂ, v ≠ 0 ∧ H *ᵥ v = ε • (S *ᵥ v)
```

The energy assigned to a real $x$ is $E+x/(1+Nx^2)$.

```lean
/-- The energy `E + x / (1 + N x²)` assigned to a real number `x`. -/
def lmtoEnergy (E N x : ℝ) : ℝ := E + x / (1 + N * x ^ 2)
```

## Solutions from eigenvectors of $h$

Applying the overlap to a vector gives $Sv = v+Nh(hv)$.

```lean
/-- The overlap matrix acts on a vector as `S v = v + N h (h v)`. -/
theorem overlap_mulVec (h : Matrix n n ℂ) (N : ℝ) (v : n → ℂ) :
    lmtoOverlap h N *ᵥ v = v + (N : ℂ) • (h *ᵥ (h *ᵥ v)) := by
  rw [lmtoOverlap, Matrix.add_mulVec, Matrix.one_mulVec, Matrix.smul_mulVec,
    Matrix.mulVec_mulVec]
```

Write $\varepsilon(x)=E+x/(1+Nx^2)$. Since $N\ge0$, the denominator is at least 1, and multiplying by it gives

$$\varepsilon(x)(1+Nx^2)=x+E(1+Nx^2).$$

```lean
/-- For `N ≥ 0` and real `x`, the energy `ε = E + x / (1 + N x²)` solves the scalar equation `ε (1 +
N x²) = x + E (1 + N x²)`. -/
theorem energy_secular (E x : ℝ) {N : ℝ} (hN : 0 ≤ N) :
    lmtoEnergy E N x * (1 + N * x ^ 2) = x + E * (1 + N * x ^ 2) := by
  have hD : 0 < 1 + N * x ^ 2 := by positivity
  rw [lmtoEnergy, add_mul, div_mul_cancel₀ _ hD.ne']
  ring
```

For $v\ne0$, hermiticity of $h$ gives

$$v^\dagger Sv = v^\dagger v+N(hv)^\dagger(hv) > 0.$$

The Lean proof takes the same route with matrices: $h^\dagger h$ is positive semidefinite, it equals $h^2$, and adding a nonnegative multiple of it to the identity leaves a positive definite matrix.

```lean
/-- For Hermitian `h` and `N ≥ 0`, the LMTO overlap matrix is positive definite. -/
theorem overlap_posDef {h : Matrix n n ℂ} (hh : h.IsHermitian) {N : ℝ} (hN : 0 ≤ N) :
    (lmtoOverlap h N).PosDef := by
  have h1 : (h * h).PosSemidef := by
    have h2 := Matrix.posSemidef_conjTranspose_mul_self h
    rwa [hh.eq] at h2
  have hN' : (0 : ℂ) ≤ (N : ℂ) := by exact_mod_cast hN
  exact Matrix.PosDef.one.add_posSemidef (h1.smul hN')
```

If $hu=xu$, then $Su=(1+Nx^2)u$, and the scalar equation yields

$$Hu=\bigl[x+E(1+Nx^2)\bigr]u=\varepsilon(x)(1+Nx^2)u=\varepsilon(x)Su.$$

In the proof, `hS` is the action of $S$ on $u$ and `key` is the scalar equation carried over to complex numbers.

```lean
/-- For `N ≥ 0`, an eigenvector of `h` with real eigenvalue `x` solves the LMTO secular problem with
energy `E + x / (1 + N x²)`. -/
theorem eigenvector_solves {h : Matrix n n ℂ} (E : ℝ) {N x : ℝ} (hN : 0 ≤ N)
    {u : n → ℂ} (hu : h *ᵥ u = (x : ℂ) • u) :
    lmtoHamiltonian h E N *ᵥ u =
      (lmtoEnergy E N x : ℂ) • (lmtoOverlap h N *ᵥ u) := by
  have hS : lmtoOverlap h N *ᵥ u = (1 + (N : ℂ) * (x : ℂ) ^ 2) • u := by
    rw [overlap_mulVec, hu, Matrix.mulVec_smul, hu]
    module
  have key : (lmtoEnergy E N x : ℂ) * (1 + (N : ℂ) * (x : ℂ) ^ 2)
      = x + E * (1 + (N : ℂ) * (x : ℂ) ^ 2) := by
    exact_mod_cast energy_secular E x hN
  rw [lmtoHamiltonian, Matrix.add_mulVec, Matrix.smul_mulVec, hS, hu,
    smul_smul, smul_smul, key, add_smul]
```

## No other energies

For the converse, expand a nonzero $v$ in an orthonormal eigenbasis $u_i$ of $h$:

$$v=\sum_i (u_i^\dagger v)\,u_i .$$

If every coefficient vanished, $v$ would be zero. Hence some eigenvector $u$, with real eigenvalue $x$, has $u^\dagger v\neq0$. Lean argues by contradiction in the same way; `hz` says that all coefficients vanish, and `sum_repr'` is the expansion.

```lean
/-- Every nonzero vector has nonzero overlap with some eigenvector of a Hermitian
matrix, and the eigenvalue of that eigenvector is real. -/
theorem exists_overlapping_eigenvector {h : Matrix n n ℂ} (hh : h.IsHermitian)
    {v : n → ℂ} (hv : v ≠ 0) :
    ∃ (x : ℝ) (u : n → ℂ), h *ᵥ u = (x : ℂ) • u ∧ star u ⬝ᵥ v ≠ 0 := by
  by_contra hc
  -- otherwise all expansion coefficients in the eigenbasis vanish
  have hz : ∀ i, inner ℂ (hh.eigenvectorBasis i) (WithLp.toLp 2 v) = 0 := by
    intro i
    by_contra hi
    apply hc
    refine ⟨hh.eigenvalues i, (hh.eigenvectorBasis i).ofLp, ?_, ?_⟩
    · refine (hh.mulVec_eigenvectorBasis i).trans ?_
      ext k
      simp
    · intro h0
      apply hi
      rw [EuclideanSpace.inner_eq_star_dotProduct, dotProduct_comm]
      exact h0
  have hs := hh.eigenvectorBasis.sum_repr' (WithLp.toLp 2 v)
  simp only [hz, zero_smul, Finset.sum_const_zero] at hs
  exact hv (congrArg WithLp.ofLp hs).symm
```

Now let $Hv=\varepsilon Sv$ and choose such a $u$. Because $h$ is Hermitian, $u^\dagger hw=x\,u^\dagger w$ for every vector $w$. Projecting the secular equation on $u$ gives

$$\bigl[x+E(1+Nx^2)\bigr]u^\dagger v=\varepsilon(1+Nx^2)\,u^\dagger v .$$

Both $u^\dagger v$ and $1+Nx^2$ are nonzero, so they can be divided out, leaving $\varepsilon=\varepsilon(x)$.

The theorem `lmto_spectrum` reads: for Hermitian `h`, real `E` and `N ≥ 0`, the overlap is positive definite, and a complex `ε` is a generalized eigenvalue if and only if it equals `lmtoEnergy E N x` for some real eigenvalue `x` of `h`. All generalized eigenvalues are therefore real. The statement concerns the set of energies and does not count multiplicities. It also does not cover values of $E$ and $N$ that vary with site or angular momentum, or the error of the linearised orbitals themselves.

In the proof, `hleft` is the left action of $h$ on $u^\dagger$, `proj` is the resulting identity $u^\dagger hw=x\,u^\dagger w$, `p` is the projected equation, and the two uses of `mul_right_cancel₀` are the two divisions. The reverse direction is the eigenvector calculation above.

```lean
/-- For Hermitian `h` and `N ≥ 0`, the LMTO overlap matrix is positive definite, and the generalized
eigenvalues are exactly `E + x / (1 + N x²)` with `x` an eigenvalue of `h`. -/
theorem lmto_spectrum {h : Matrix n n ℂ} (hh : h.IsHermitian) (E : ℝ) {N : ℝ}
    (hN : 0 ≤ N) :
    (lmtoOverlap h N).PosDef ∧
    ∀ ε : ℂ, IsGenEigenvalue (lmtoHamiltonian h E N) (lmtoOverlap h N) ε ↔
      ∃ x : ℝ, IsEigenvalue h x ∧ ε = lmtoEnergy E N x := by
  refine ⟨overlap_posDef hh hN, fun ε => ⟨?_, ?_⟩⟩
  · rintro ⟨v, hv, heq⟩
    obtain ⟨x, u, hu, hc⟩ := exists_overlapping_eigenvector hh hv
    have hu0 : u ≠ 0 := by
      rintro rfl
      simp at hc
    refine ⟨x, ⟨u, hu0, hu⟩, ?_⟩
    -- `h` acts to the left on the eigenvector `u` as the real number `x`
    have hleft : star u ᵥ* h = (x : ℂ) • star u := by
      have h1 := Matrix.star_mulVec h u
      rw [hh.eq, hu, star_smul] at h1
      rw [← h1]
      simp
    have proj : ∀ w : n → ℂ, star u ⬝ᵥ (h *ᵥ w) = (x : ℂ) * (star u ⬝ᵥ w) := by
      intro w
      rw [Matrix.dotProduct_mulVec, hleft, smul_dotProduct, smul_eq_mul]
    -- project the secular equation on `u`
    have p := congrArg (fun w => star u ⬝ᵥ w) heq
    simp only [lmtoHamiltonian, Matrix.add_mulVec, Matrix.smul_mulVec, overlap_mulVec,
      dotProduct_add, dotProduct_smul, proj, smul_eq_mul] at p
    have key : (lmtoEnergy E N x : ℂ) * (1 + (N : ℂ) * (x : ℂ) ^ 2)
        = x + E * (1 + (N : ℂ) * (x : ℂ) ^ 2) := by
      exact_mod_cast energy_secular E x hN
    have hD : (1 + (N : ℂ) * (x : ℂ) ^ 2) ≠ 0 := by
      have h1 : (1 + N * x ^ 2 : ℝ) ≠ 0 := by positivity
      exact_mod_cast h1
    apply mul_right_cancel₀ hD
    apply mul_right_cancel₀ hc
    linear_combination -p - (star u ⬝ᵥ v) * key
  · rintro ⟨x, ⟨u, hu0, hu⟩, rfl⟩
    exact ⟨u, hu0, eigenvector_solves E hN hu⟩
```

Both hypotheses matter already for $1\times1$ matrices. With $h=(i)$, which is not Hermitian, and $N=1$, the overlap is $S=0$ and positive definiteness fails. With $h=(1)$ and $N=-1$, again $S=0$, while $H=1$; the secular problem then has no solution, although $h$ has the eigenvalue 1.

## Shape of the energy map

Setting $N=0$ in both matrices would give the energy $E+x$. The full expression differs from it by

$$\varepsilon(x)-(E+x)=-\frac{Nx^3}{1+Nx^2},$$

which is at most $N|x|^3$ in size because the denominator is at least 1. For small $x$ the difference is therefore of third order in $x$.

```lean
/-- For `N ≥ 0`, the LMTO energy differs from `E + x` by exactly `-N x³ / (1 + N x²)`, which is at
most `N |x|³` in size. -/
theorem energy_third_order (E x : ℝ) {N : ℝ} (hN : 0 ≤ N) :
    lmtoEnergy E N x - (E + x) = -(N * x ^ 3) / (1 + N * x ^ 2) ∧
    |lmtoEnergy E N x - (E + x)| ≤ N * |x| ^ 3 := by
  have hD : 0 < 1 + N * x ^ 2 := by positivity
  have heq : lmtoEnergy E N x - (E + x) = -(N * x ^ 3) / (1 + N * x ^ 2) := by
    rw [eq_div_iff hD.ne']
    linear_combination energy_secular E x hN
  refine ⟨heq, ?_⟩
  rw [heq, abs_div, abs_neg, abs_mul, abs_pow, abs_of_nonneg hN, abs_of_pos hD]
  exact div_le_self (by positivity) (by nlinarith [mul_nonneg hN (sq_nonneg x)])
```

Two values $x$ and $y$ receive the same energy when $x(1+Ny^2)=y(1+Nx^2)$, that is, when

$$(x-y)(1-Nxy)=0 .$$

For $N>0$ the map rises for $|x|<1/\sqrt N$ and falls outside that range, so eigenvalues of $h$ far from zero are folded back towards $E$ and the order of the bands can change. The theorem gives the exact condition for coincidence, $x=y$ or $Nxy=1$.

```lean
/-- For `N ≥ 0`, two real numbers `x` and `y` are assigned the same LMTO energy exactly when they
coincide or satisfy `N x y = 1`. -/
theorem energy_eq_iff (E x y : ℝ) {N : ℝ} (hN : 0 ≤ N) :
    lmtoEnergy E N x = lmtoEnergy E N y ↔ x = y ∨ N * x * y = 1 := by
  have hx : 0 < 1 + N * x ^ 2 := by positivity
  have hy : 0 < 1 + N * y ^ 2 := by positivity
  rw [lmtoEnergy, lmtoEnergy, add_right_inj, div_eq_div_iff hx.ne' hy.ne']
  constructor
  · intro h
    have hp : (x - y) * (1 - N * x * y) = 0 := by linear_combination h
    rcases mul_eq_zero.mp hp with h1 | h1
    · exact Or.inl (by linarith)
    · exact Or.inr (by linarith)
  · rintro (h | h)
    · rw [h]
    · linear_combination (y - x) * h
```

The folding also bounds the spectrum. From $(1-Nx^2)^2\ge0$ one has $4Nx^2\le(1+Nx^2)^2$, and therefore

$$4N(\varepsilon-E)^2=\frac{4Nx^2}{(1+Nx^2)^2}\le1 .$$

For $N>0$ every energy lies within $1/(2\sqrt N)$ of $E$, however large the elements of $h$ are; for $N=0$ the inequality imposes no restriction. Lean first uses `lmto_spectrum` to write $\varepsilon$ as $\varepsilon(x)$, then proves the inequality multiplied by $(1+Nx^2)^2$ and cancels that positive factor.

```lean
/-- For Hermitian `h` and `N ≥ 0`, every generalized eigenvalue `ε` of the LMTO problem lies in the
energy window `4 N |ε - E|² ≤ 1`. -/
theorem spectrum_window {h : Matrix n n ℂ} (hh : h.IsHermitian) (E : ℝ) {N : ℝ}
    (hN : 0 ≤ N) {ε : ℂ}
    (hε : IsGenEigenvalue (lmtoHamiltonian h E N) (lmtoOverlap h N) ε) :
    4 * N * ‖ε - E‖ ^ 2 ≤ 1 := by
  obtain ⟨x, _, rfl⟩ := ((lmto_spectrum hh E hN).2 ε).mp hε
  rw [← Complex.ofReal_sub, Complex.norm_real, Real.norm_eq_abs, sq_abs]
  have hD : 0 < 1 + N * x ^ 2 := by positivity
  have key : (lmtoEnergy E N x - E) * (1 + N * x ^ 2) = x := by
    linear_combination energy_secular E x hN
  -- multiply by the squared denominator and use `(1 - N x²)² ≥ 0`
  have hmul : 4 * N * (lmtoEnergy E N x - E) ^ 2 * (1 + N * x ^ 2) ^ 2
      ≤ 1 * (1 + N * x ^ 2) ^ 2 := by
    calc 4 * N * (lmtoEnergy E N x - E) ^ 2 * (1 + N * x ^ 2) ^ 2
        = 4 * N * ((lmtoEnergy E N x - E) * (1 + N * x ^ 2)) ^ 2 := by ring
      _ = 4 * N * x ^ 2 := by rw [key]
      _ ≤ 1 * (1 + N * x ^ 2) ^ 2 := by nlinarith [sq_nonneg (1 - N * x ^ 2)]
  exact le_of_mul_le_mul_right hmul (pow_pos hD 2)

end

end LMTOSpectrum
```

```lean
#print axioms LMTOSpectrum.lmto_spectrum
-- 'LMTOSpectrum.lmto_spectrum' depends on axioms: [propext, Classical.choice, Quot.sound]
#print axioms LMTOSpectrum.energy_third_order
-- 'LMTOSpectrum.energy_third_order' depends on axioms: [propext, Classical.choice, Quot.sound]
#print axioms LMTOSpectrum.energy_eq_iff
-- 'LMTOSpectrum.energy_eq_iff' depends on axioms: [propext, Classical.choice, Quot.sound]
#print axioms LMTOSpectrum.spectrum_window
-- 'LMTOSpectrum.spectrum_window' depends on axioms: [propext, Classical.choice, Quot.sound]
```
